# The squared modulus of a free outgoing spherical wave is a finite, nonincreasing sum for x > 0

For l = 1 the spherical Bessel and Neumann functions give x j_1 = sin x/x − cos x and x y_1 = −cos x/x − sin x, and when the two are squared and added the oscillating cross terms cancel, which leaves 1 + 1/x². This is the squared modulus of the outgoing wave x(j_1 + i y_1), where x = kr is the wave number times the radius. The same cancellation happens for every angular momentum l, and what remains is a finite sum of even inverse powers of x with nonnegative coefficients.

In Lean 4 with Mathlib:

```lean
import Mathlib

open Finset
open scoped Nat Topology

namespace OutgoingWaveModulus

noncomputable section

/-- Free spherical wave of angular momentum `l` with regular amplitude `a` and irregular
amplitude `b`, built by the upward recurrence in `l`. -/
def wave (a b : ℝ) : ℕ → ℝ → ℝ
  | 0, x => (a * Real.sin x - b * Real.cos x) / x
  | 1, x => (a * Real.sin x - b * Real.cos x) / x ^ 2 - (a * Real.cos x + b * Real.sin x) / x
  | l + 2, x => (2 * (l : ℝ) + 3) / x * wave a b (l + 1) x - wave a b l x

/-- The spherical Bessel function `j_l`, for `x ≠ 0`. -/
def sphJ (l : ℕ) (x : ℝ) : ℝ := wave 1 0 l x

/-- The spherical Neumann function `y_l`, for `x ≠ 0`. -/
def sphY (l : ℕ) (x : ℝ) : ℝ := wave 0 1 l x

/-- Squared modulus of the outgoing wave `x (j_l + i y_l)`. -/
def modulus (l : ℕ) (x : ℝ) : ℝ := x ^ 2 * (sphJ l x ^ 2 + sphY l x ^ 2)

/-- Pointwise overlap of the outgoing waves of angular momenta `l` and `l + 1`: the real part of one
times the complex conjugate of the other. -/
def overlap (l : ℕ) (x : ℝ) : ℝ :=
  x ^ 2 * (sphJ l x * sphJ (l + 1) x + sphY l x * sphY (l + 1) x)

/-- The central binomial coefficient of order `k` divided by `4 ^ k`. -/
def weight (k : ℕ) : ℝ := ((2 * k)! : ℝ) / ((k ! : ℝ) ^ 2 * 4 ^ k)

/-- The product of `(L - i) (L + i + 1)` over `i < k`. -/
def fall (L : ℝ) : ℕ → ℝ
  | 0 => 1
  | k + 1 => fall L k * ((L - k) * (L + k + 1))

/-- The first `N` terms of the series for the squared modulus, with `t = 1 / x`. -/
def series (N : ℕ) (L t : ℝ) : ℝ := ∑ k ∈ range N, weight k * fall L k * t ^ (2 * k)

/-- The first `N` terms of the series for the overlap, with `t = 1 / x`. -/
def cross (N : ℕ) (L t : ℝ) : ℝ :=
  ∑ k ∈ range N, weight k * fall L k * (L + k + 1) * t ^ (2 * k + 1)

/-- Ladder relations: the derivative of a free spherical wave is expressed through the wave
itself and its neighbour in angular momentum. -/
theorem wave_ladder (a b : ℝ) {x : ℝ} (hx : x ≠ 0) (l : ℕ) :
    HasDerivAt (wave a b l) (l / x * wave a b l x - wave a b (l + 1) x) x ∧
    HasDerivAt (wave a b (l + 1)) (wave a b l x - (l + 2) / x * wave a b (l + 1) x) x := by
  induction l with
  | zero =>
    have hs : HasDerivAt (fun z => a * Real.sin z - b * Real.cos z)
        (a * Real.cos x + b * Real.sin x) x :=
      (((Real.hasDerivAt_sin x).const_mul a).fun_sub
        ((Real.hasDerivAt_cos x).const_mul b)).congr_deriv (by ring)
    have hc : HasDerivAt (fun z => a * Real.cos z + b * Real.sin z)
        (-(a * Real.sin x - b * Real.cos x)) x :=
      (((Real.hasDerivAt_cos x).const_mul a).fun_add
        ((Real.hasDerivAt_sin x).const_mul b)).congr_deriv (by ring)
    constructor
    · refine (hs.fun_div (hasDerivAt_id' x) hx).congr_deriv ?_
      simp only [wave, Nat.cast_zero]
      field_simp
      ring
    · refine ((hs.fun_div ((hasDerivAt_id' x).fun_pow 2) (pow_ne_zero 2 hx)).fun_sub
        (hc.fun_div (hasDerivAt_id' x) hx)).congr_deriv ?_
      simp only [zero_add, wave, Nat.cast_zero]
      field_simp
      ring
  | succ l ih =>
    obtain ⟨h1, h2⟩ := ih
    have hrec : wave a b (l + 1 + 1) x
        = (2 * (l : ℝ) + 3) / x * wave a b (l + 1) x - wave a b l x := rfl
    constructor
    · refine h2.congr_deriv ?_
      rw [hrec]
      push_cast
      field_simp
      ring
    · refine ((((hasDerivAt_const x (2 * (l : ℝ) + 3)).fun_div
        (hasDerivAt_id' x) hx).fun_mul h2).fun_sub h1).congr_deriv ?_
      rw [hrec]
      push_cast
      field_simp
      ring

/-- Every free spherical wave solves the free radial equation
`f'' = -(2/x) f' - (1 - l(l+1)/x²) f`. -/
theorem radial_equation (a b : ℝ) {x : ℝ} (hx : x ≠ 0) (l : ℕ) :
    HasDerivAt (deriv (wave a b l)) (-(2 / x) * deriv (wave a b l) x
      - (1 - l * (l + 1) / x ^ 2) * wave a b l x) x := by
  obtain ⟨h1, h2⟩ := wave_ladder a b hx l
  have he : deriv (wave a b l) =ᶠ[𝓝 x]
      fun z => (l : ℝ) / z * wave a b l z - wave a b (l + 1) z := by
    filter_upwards [isOpen_ne.mem_nhds hx] with z hz using (wave_ladder a b hz l).1.deriv
  refine HasDerivAt.congr_of_eventuallyEq ?_ he
  refine ((((hasDerivAt_const x (l : ℝ)).fun_div
    (hasDerivAt_id' x) hx).fun_mul h1).fun_sub h2).congr_deriv ?_
  rw [h1.deriv]
  field_simp
  ring

/-- Raising the angular momentum by one in the coefficient product. -/
theorem fall_shift (L : ℝ) (k : ℕ) :
    fall L k * (L + k + 1) = fall (L + 1) k * (L + 1 - k) := by
  induction k with
  | zero => simp [fall]
  | succ k ih =>
    simp only [fall]
    push_cast
    linear_combination (L - k) * (L + k + 2) * ih

/-- For integer angular momentum the coefficient product is nonnegative, and it vanishes
beyond order `l`. -/
theorem fall_sign (l k : ℕ) : 0 ≤ fall l k ∧ (l < k → fall l k = 0) := by
  induction k with
  | zero => simp [fall]
  | succ k ih =>
    rcases Nat.lt_or_ge l k with h | h
    · simp [fall, ih.2 h]
    · have hc : (k : ℝ) ≤ l := by exact_mod_cast h
      refine ⟨mul_nonneg ih.1 (mul_nonneg (sub_nonneg.2 hc) (by positivity)), fun h' => ?_⟩
      obtain rfl : l = k := by omega
      simp [fall]

/-- The coefficient product as a ratio of factorials, written without division. -/
theorem fall_factorial (k m : ℕ) :
    fall ((m + k : ℕ) : ℝ) k * (m ! : ℝ) = ((m + 2 * k)! : ℝ) := by
  induction k generalizing m with
  | zero => simp [fall]
  | succ k ih =>
    have h := ih (m + 1)
    rw [Nat.factorial_succ m] at h
    rw [show m + 2 * (k + 1) = (m + 1 + 2 * k) + 1 by ring, Nat.factorial_succ,
      show m + (k + 1) = m + 1 + k by ring]
    simp only [fall]
    push_cast at h ⊢
    linear_combination ((m : ℝ) + 2 * k + 2) * h

/-- The two series are linked by the recurrences that the modulus and the overlap obey. -/
theorem series_step (N : ℕ) (L t : ℝ) :
    cross N (L + 1) t + cross N L t = (2 * L + 3) * t * series N (L + 1) t ∧
    series (N + 1) (L + 1 + 1) t - series (N + 1) L t
      = (2 * L + 3) * t * (cross N (L + 1) t - cross N L t) := by
  constructor
  · unfold cross series
    rw [← sum_add_distrib, mul_sum]
    refine sum_congr rfl fun k _ => ?_
    linear_combination weight k * t ^ (2 * k + 1) * fall_shift L k
  · induction N with
    | zero => simp [series, cross, fall]
    | succ N ih =>
      have hg : weight (N + 1) * (2 * N + 2) = weight N * (2 * N + 1) := by
        have hN : (N ! : ℝ) ≠ 0 := by positivity
        unfold weight
        rw [show 2 * (N + 1) = 2 * N + 1 + 1 by ring]
        simp only [Nat.factorial_succ, pow_succ]
        push_cast
        field_simp
        ring
      have e : ∀ M, series (N + 1 + 1) M t = series (N + 1) M t
          + weight (N + 1) * fall M (N + 1) * t ^ (2 * (N + 1)) := fun _ => sum_range_succ _ _
      have c : ∀ M, cross (N + 1) M t = cross N M t
          + weight N * fall M N * (M + N + 1) * t ^ (2 * N + 1) := fun _ => sum_range_succ _ _
      have f : ∀ M, fall M (N + 1) = fall M N * ((M - N) * (M + N + 1)) := fun _ => rfl
      rw [e (L + 1 + 1), e L, c (L + 1), c L, f (L + 1 + 1), f L]
      linear_combination ih + t ^ (2 * N + 2) *
        ((-(weight (N + 1)) * (L + N + 3)) * fall_shift (L + 1) N
        + (-(weight (N + 1)) * (L - N) + (2 * L + 3) * weight N) * fall_shift L N
        + (2 * L + 3) * fall (L + 1) N * hg)

/-- The squared moduli at `l` and `l + 1` and their overlap are given by the series in `1 / x`
with any number of terms above `l + 1`. -/
theorem modulus_eq_series {x : ℝ} (hx : x ≠ 0) (l : ℕ) : ∀ N, l + 1 < N →
    modulus l x = series N l x⁻¹ ∧ modulus (l + 1) x = series N ((l : ℝ) + 1) x⁻¹ ∧
    overlap l x = cross N l x⁻¹ := by
  induction l with
  | zero =>
    intro N hN
    obtain ⟨K, rfl⟩ : ∃ K, N = K + 2 := ⟨N - 2, by omega⟩
    have hb : series (K + 2) 0 x⁻¹ = 1 ∧ series (K + 2) (0 + 1) x⁻¹ = 1 + x⁻¹ ^ 2 ∧
        cross (K + 2) 0 x⁻¹ = x⁻¹ := by
      clear hN
      induction K with
      | zero => norm_num [series, cross, fall, weight, sum_range_succ, Nat.factorial]
      | succ K ih =>
        have z0 : fall 0 (K + 2) = 0 := by simpa using (fall_sign 0 (K + 2)).2 (by omega)
        have z1 : fall (0 + 1) (K + 2) = 0 := by
          simpa using (fall_sign 1 (K + 2)).2 (by omega)
        unfold series cross at ih ⊢
        rw [show K + 1 + 2 = K + 2 + 1 by ring]
        refine ⟨?_, ?_, ?_⟩
        · rw [sum_range_succ, ih.1, z0]
          simp
        · rw [sum_range_succ, ih.2.1, z1]
          simp
        · rw [sum_range_succ, ih.2.2, z0]
          simp
    have hs := Real.sin_sq_add_cos_sq x
    have e0 : modulus 0 x = 1 := by
      rw [← hs]
      simp only [modulus, sphJ, sphY, wave]
      field_simp <;> ring
    have e1 : modulus 1 x = 1 + x⁻¹ ^ 2 := by
      have h : modulus 1 x = (Real.sin x ^ 2 + Real.cos x ^ 2) * (1 + x⁻¹ ^ 2) := by
        simp only [modulus, sphJ, sphY, wave]
        field_simp <;> ring
      rw [h, hs, one_mul]
    have e2 : overlap 0 x = x⁻¹ := by
      have h : overlap 0 x = (Real.sin x ^ 2 + Real.cos x ^ 2) * x⁻¹ := by
        simp only [overlap, sphJ, sphY, wave]
        field_simp <;> ring
      rw [h, hs, one_mul]
    rw [Nat.cast_zero]
    exact ⟨e0.trans hb.1.symm, e1.trans hb.2.1.symm, e2.trans hb.2.2.symm⟩
  | succ l ih =>
    intro N hN
    obtain ⟨K, rfl⟩ : ∃ K, N = K + 1 := ⟨N - 1, by omega⟩
    obtain ⟨h0, h1, h2⟩ := ih (K + 1) (by omega)
    have hc : ((l + 1 : ℕ) : ℝ) = (l : ℝ) + 1 := Nat.cast_succ l
    have hrec : ∀ a b, wave a b (l + 1 + 1) x
        = (2 * (l : ℝ) + 3) / x * wave a b (l + 1) x - wave a b l x := fun _ _ => rfl
    -- recurrences of the physical quantities
    have rP : overlap (l + 1) x + overlap l x
        = (2 * (l : ℝ) + 3) * x⁻¹ * modulus (l + 1) x := by
      unfold overlap modulus sphJ sphY
      rw [hrec, hrec]
      ring
    have rM : modulus (l + 1 + 1) x - modulus l x
        = (2 * (l : ℝ) + 3) * x⁻¹ * (overlap (l + 1) x - overlap l x) := by
      unfold overlap modulus sphJ sphY
      rw [hrec, hrec]
      ring
    -- the last term of each overlap series vanishes
    have z0 := (fall_sign l K).2 (by omega)
    have z1 := (fall_sign (l + 1) K).2 (by omega)
    rw [hc] at z1
    have q0 : cross (K + 1) l x⁻¹ = cross K l x⁻¹ := by
      simp [cross, sum_range_succ, z0]
    have q1 : cross (K + 1) ((l : ℝ) + 1) x⁻¹ = cross K ((l : ℝ) + 1) x⁻¹ := by
      simp [cross, sum_range_succ, z1]
    have s1 := (series_step (K + 1) l x⁻¹).1
    have s2 := (series_step K l x⁻¹).2
    rw [← q0, ← q1] at s2
    have p : overlap (l + 1) x = cross (K + 1) ((l : ℝ) + 1) x⁻¹ := by
      linear_combination rP - s1 - h2 + (2 * (l : ℝ) + 3) * x⁻¹ * h1
    rw [hc]
    refine ⟨h1, ?_, p⟩
    linear_combination rM - s2 + h0 + (2 * (l : ℝ) + 3) * x⁻¹ * (p - h2)

/-- The squared modulus of the outgoing wave is a finite sum of even inverse powers of `2x`
with factorial coefficients. -/
theorem modulus_formula (l : ℕ) {x : ℝ} (hx : x ≠ 0) :
    x ^ 2 * (sphJ l x ^ 2 + sphY l x ^ 2) = ∑ m ∈ range (l + 1),
      ((2 * l - m)! : ℝ) * ((2 * l - 2 * m)! : ℝ) / ((m ! : ℝ) * ((l - m)! : ℝ) ^ 2)
        * (2 * x) ^ (2 * (m : ℤ) - 2 * (l : ℤ)) := by
  have h := (modulus_eq_series hx l (l + 2) (by omega)).1
  unfold modulus series at h
  rw [h, sum_range_succ, (fall_sign l (l + 1)).2 (by omega), mul_zero, zero_mul, add_zero]
  -- reverse the order of summation, k = l - m
  refine (sum_range_reflect
    (fun k => weight k * fall (l : ℝ) k * x⁻¹ ^ (2 * k)) (l + 1)).symm.trans ?_
  refine sum_congr rfl fun m hm => ?_
  obtain ⟨k, rfl⟩ := Nat.exists_eq_add_of_le (Nat.lt_succ_iff.1 (mem_range.1 hm))
  have e1 : m + k + 1 - 1 - m = k := by omega
  have e2 : 2 * (m + k) - m = m + 2 * k := by omega
  have e3 : 2 * (m + k) - 2 * m = 2 * k := by omega
  have e4 : m + k - m = k := by omega
  have e5 : 2 * (m : ℤ) - 2 * ((m + k : ℕ) : ℤ) = -((2 * k : ℕ) : ℤ) := by
    push_cast
    ring
  have e6 : (2 * x) ^ (2 * k) = 4 ^ k * x ^ (2 * k) := by
    rw [mul_pow, pow_mul]
    norm_num
  have hm0 : (m ! : ℝ) ≠ 0 := by positivity
  have hk0 : (k ! : ℝ) ≠ 0 := by positivity
  beta_reduce
  rw [e5, zpow_neg, zpow_natCast, e6, e1, e2, e3, e4, ← fall_factorial k m, inv_pow]
  unfold weight
  field_simp

/-- The squared modulus exceeds one by at least half the centrifugal term `l(l+1)/x²`. -/
theorem centrifugal_bound (l : ℕ) {x : ℝ} (hx : x ≠ 0) :
    1 + l * (l + 1) / (2 * x ^ 2) ≤ modulus l x := by
  have hrest : 0 ≤ ∑ k ∈ range l,
      weight (k + 1 + 1) * fall l (k + 1 + 1) * x⁻¹ ^ (2 * (k + 1 + 1)) :=
    sum_nonneg fun k _ => mul_nonneg
      (mul_nonneg (by unfold weight; positivity) (fall_sign l _).1)
      ((even_two_mul _).pow_nonneg _)
  have w0 : weight 0 * fall l 0 * x⁻¹ ^ (2 * 0) = 1 := by simp [weight, fall]
  have w1 : weight (0 + 1) * fall l (0 + 1) * x⁻¹ ^ (2 * (0 + 1))
      = l * (l + 1) / (2 * x ^ 2) := by
    have hw : weight (0 + 1) = 1 / 2 := by norm_num [weight, Nat.factorial]
    rw [hw, show 2 * (0 + 1) = 2 from rfl, inv_pow]
    simp only [fall, Nat.cast_zero]
    field_simp <;> ring
  rw [(modulus_eq_series hx l (l + 2) (by omega)).1]
  unfold series
  rw [sum_range_succ', sum_range_succ', w0, w1]
  linarith

/-- On the positive axis the squared modulus of the outgoing wave is at least one and
nonincreasing. -/
theorem one_le_modulus_and_antitone (l : ℕ) :
    (∀ x : ℝ, 0 < x → 1 ≤ modulus l x) ∧ AntitoneOn (modulus l) (Set.Ioi 0) := by
  constructor
  · intro x hx
    have h := centrifugal_bound l hx.ne'
    have h' : 0 ≤ (l : ℝ) * (l + 1) / (2 * x ^ 2) := by positivity
    linarith
  · intro x hx z hz hxz
    have hx' : 0 < x := hx
    have hz' : 0 < z := hz
    rw [(modulus_eq_series hx'.ne' l (l + 2) (by omega)).1,
      (modulus_eq_series hz'.ne' l (l + 2) (by omega)).1]
    -- each even inverse power is nonincreasing and has a nonnegative coefficient
    exact sum_le_sum fun k _ => mul_le_mul_of_nonneg_left
      (pow_le_pow_left₀ (inv_nonneg.2 hz'.le) (inv_anti₀ hx' hxz) _)
      (mul_nonneg (by unfold weight; positivity) (fall_sign l k).1)

end

end OutgoingWaveModulus
```

```lean
#print axioms OutgoingWaveModulus.radial_equation
#print axioms OutgoingWaveModulus.modulus_formula
#print axioms OutgoingWaveModulus.one_le_modulus_and_antitone
```

```
'OutgoingWaveModulus.radial_equation' depends on axioms: [propext, Classical.choice, Quot.sound]
'OutgoingWaveModulus.modulus_formula' depends on axioms: [propext, Classical.choice, Quot.sound]
'OutgoingWaveModulus.one_le_modulus_and_antitone' depends on axioms: [propext, Classical.choice, Quot.sound]
```

## The sum and its two consequences

Write M_l = x²(j_l² + y_l²), which is `modulus l x`. The theorem `modulus_formula` states that for every natural l and every real x ≠ 0

M_l = Σ_{m=0..l} (2l−m)! (2l−2m)! / (m! ((l−m)!)²) · (2x)^(2m−2l).

The exponent is an integer, zero or negative. For l = 2 the sum is 1 + 3/x² + 9/x⁴.

`centrifugal_bound` gives M_l ≥ 1 + l(l+1)/(2x²) for x ≠ 0. `one_le_modulus_and_antitone` states that on x > 0 the modulus is at least 1 and nonincreasing; for l = 0 it is constant.

## The free radial waves

Here x = kr is the dimensionless radius, with wave number k. The function `wave a b l` is a free radial wave with real amplitudes a and b. It starts from

f_0 = (a sin x − b cos x)/x

and f_1 = (a sin x − b cos x)/x² − (a cos x + b sin x)/x, and continues by

f_{l+2} = (2l+3)/x · f_{l+1} − f_l.

The choice (a, b) = (1, 0) defines `sphJ`, and (0, 1) defines `sphY`, with the sign convention y_0 = −cos x/x. With time factor exp(−iEt/ħ), x(j_l + i y_l) is then the outgoing wave.

That the recurrence yields solutions of the right equation is proved. `wave_ladder` gives

f_l' = (l/x) f_l − f_{l+1},
f_{l+1}' = f_l − ((l+2)/x) f_{l+1}.

Its induction substitutes the three-term recurrence and its derivative. Differentiating the first relation, inserting the second and eliminating f_{l+1} gives `radial_equation`:

f_l'' = −(2/x) f_l' − (1 − l(l+1)/x²) f_l.

The statements concern real x and integer l, with no Coulomb tail. The behaviour of j_l at the origin and the asymptotic phases are not treated.

## Two recurrences without sines or cosines

Define the overlap P_l = x²(j_l j_{l+1} + y_l y_{l+1}), which is `overlap l x`. Multiply the recurrence by x² f_{l+1} and add the results for j and y:

P_{l+1} + P_l = (2l+3)/x · M_{l+1}.

Next, factor f_{l+2}² − f_l² = (f_{l+2} + f_l)(f_{l+2} − f_l) and replace the first factor by (2l+3)/x · f_{l+1}:

M_{l+2} − M_l = (2l+3)/x · (P_{l+1} − P_l).

With sin²x + cos²x = 1, the starting values are M_0 = 1, M_1 = 1 + 1/x² and P_0 = 1/x. Together with the two recurrences they fix every M_l and P_l.

## Series that obey the same recurrences

Let t = 1/x and

w_k = (2k)!/((k!)² 4^k),
F_k(L) = Π_{i<k} (L−i)(L+i+1).

These are `weight` and `fall`. The candidates, `series` and `cross`, are

S(L) = Σ_k w_k F_k(L) t^(2k),
C(L) = Σ_k w_k F_k(L)(L+k+1) t^(2k+1).

The key identity is `fall_shift`:

F_k(L)(L+k+1) = F_k(L+1)(L+1−k).

In C(L+1) + C(L), it turns the coefficient of t^(2k+1) into

w_k F_k(L+1)[(L+k+2) + (L+1−k)] = (2L+3) w_k F_k(L+1),

which is the first recurrence. For the second, the coefficient of t^(2k+2) in S(L+2) − S(L) is

w_{k+1} F_k(L+1)[(L+k+2)(L+k+3) − (L+1−k)(L−k)] = w_{k+1} F_k(L+1)(2L+3)(2k+2).

On the other side, (2L+3) t (C(L+1) − C(L)) has the coefficient (2L+3) w_k F_k(L+1)(2k+1). The two agree because (2k+2) w_{k+1} = (2k+1) w_k. `series_step` carries out this comparison for truncated sums.

`modulus_eq_series` then proves M_l = S(l), M_{l+1} = S(l+1) and P_l = C(l) together by induction on l. The truncations in the second recurrence differ by one term, but `fall_sign` shows that F_k(l) = 0 for k > l, so the extra overlap terms vanish. The `linear_combination` steps combine the recurrences as above.

## From products to factorials and bounds

For k ≤ l, `fall_factorial` gives F_k(l) = (l+k)!/(l−k)!. Setting m = l − k reverses the order of summation and produces the stated formula, with 4^(−k) absorbed into the power of 2x.

All coefficients w_k F_k(l) are nonnegative. The k = 0 term is 1 and the k = 1 term is l(l+1)/(2x²), so dropping the rest gives the lower bound. For x > 0 each power of 1/x is nonincreasing, and so is the sum.

## Penetration factors and Bessel routines

In R-matrix calculations without a Coulomb tail, with free motion beyond the channel radius R, the penetration factor of an open channel is x/M_l at x = kR. For l = 1 this is x³/(1+x²). The finite sum supplies the denominator without evaluating any Bessel function, and for x > 0 its terms do not cancel.

The formula also gives a partial check of a routine that returns j_l and y_l; interchanging the two or changing a sign goes unnoticed. When l is much larger than x, however, y_l dominates M_l, so the check says little about j_l, which is where upward recurrence loses accuracy in floating-point arithmetic.
